# The Wronskian identity for the radial Dirac equation

## A model case

Take two functions $P(r)$, $Q(r)$ with $P' = E\,Q$ and $Q' = -E\,P$. This is the radial Dirac system of the next section with mass, potential and spin-orbit quantum number $\kappa$ all set to zero; physical channels have $\kappa \ne 0$, so it serves only as a model. For an integer $n$ the pair $(\sin nr, \cos nr)$ solves this system at $E = n$. For two such pairs, with integers $n_1$ and $n_2$, the addition theorems give

$$P_1Q_2 - Q_1P_2 = \sin\big((n_1-n_2)r\big), \qquad P_1P_2 + Q_1Q_2 = \cos\big((n_1-n_2)r\big).$$

The derivative of the first expression is $(n_1 - n_2)$ times the second. On $[0,\pi]$ the first expression vanishes at both ends, so for $n_1 \ne n_2$ the integral of the second is zero. Each pair has $\int_0^\pi (P^2+Q^2)\,dr = \pi$ and is normalised by the factor $1/\sqrt{\pi}$.

## The general identity

In units $\hbar = c = 1$, a particle of mass $m$ in a spherical real potential $V(r)$ has, in the channel with spin-orbit quantum number $\kappa$, radial components $P$ (large) and $Q$ (small), each $r$ times the radial amplitude, with

$$P' = -\frac{\kappa}{r}P + (E - V + m)\,Q, \qquad Q' = \frac{\kappa}{r}Q - (E - V - m)\,P .$$

The energy $E$ includes the rest mass and may be complex. Let $(P_1,Q_1)$ and $(P_2,Q_2)$ be solutions that are continuous on the closed interval $[a,R]$, $0 \le a \le R$, for the same $\kappa$, $m$, $V$ at energies $E_1$, $E_2$, and put $W = P_1Q_2 - Q_1P_2$. The claim is

$$W(R) - W(a) = (E_1 - E_2)\int_a^R (P_1P_2 + Q_1Q_2)\,dr .$$

Write $A_i = E_i - V + m$ and $B_i = E_i - V - m$ for $i = 1, 2$. The product rule gives four terms:

$$\begin{aligned}
P_1'Q_2 &= -\tfrac{\kappa}{r}P_1Q_2 + A_1Q_1Q_2, & P_1Q_2' &= \tfrac{\kappa}{r}P_1Q_2 - B_2P_1P_2,\\
-Q_1'P_2 &= -\tfrac{\kappa}{r}Q_1P_2 + B_1P_1P_2, & -Q_1P_2' &= \tfrac{\kappa}{r}Q_1P_2 - A_2Q_1Q_2 .
\end{aligned}$$

The $\kappa$ terms cancel within each row. What remains is $(A_1 - A_2)Q_1Q_2 + (B_1 - B_2)P_1P_2$, and both differences equal $E_1 - E_2$. Hence $W' = (E_1-E_2)(P_1P_2+Q_1Q_2)$, and integration from $a$ to $R$ gives the claim.

At equal energies the right side vanishes and $W(R) = W(a)$.

Suppose next that both solutions obey $\alpha P_i + \beta Q_i = 0$ at some radius, with complex $\alpha$, $\beta$ not both zero. Then

$$\alpha W = Q_2(\alpha P_1 + \beta Q_1) - Q_1(\alpha P_2 + \beta Q_2) = 0, \qquad \beta W = P_1(\alpha P_2 + \beta Q_2) - P_2(\alpha P_1 + \beta Q_1) = 0,$$

so $W = 0$ there. With one such condition at $a$ and one at $R$, the left side of the identity is zero, and $E_1 \ne E_2$ forces the overlap integral to vanish.

Finally, $\kappa$, $m$, $V$ and $r$ are real, so conjugating the equations shows that $(P^*, Q^*)$ is a solution at $E^*$. Taking it as the second solution gives $W = PQ^* - QP^* = 2i\,j$ with $j = \operatorname{Im}(PQ^*)$, the overlap density $|P|^2 + |Q|^2$, and $E - E^* = 2i\operatorname{Im}E$. Division by $2i$ yields

$$j(R) - j(a) = \operatorname{Im}E \int_a^R \big(|P|^2 + |Q|^2\big)\,dr .$$

If $a < R$ and the solution is non-zero somewhere, the integral is positive, so $E$ is real exactly when $j(R) = j(a)$.

In relativistic augmented-wave and multiple-scattering methods, for a one-electron spherical potential that leaves the $\kappa$ channels uncoupled, the identity expresses the overlap inside an atomic sphere of two real radial solutions at different energies through their values at the ends of the radial interval.

## The model in Lean

```lean
import Mathlib

open Set Real

namespace RadialDiracWronskian

noncomputable section

/-- `(P, Q)` solves the radial Dirac equations `P' = -(κ/r) P + (E - V + m) Q` and
`Q' = (κ/r) Q - (E - V - m) P`, written multiplied by `r`, on `(a, R)` and is continuous
on `[a, R]`. -/
structure IsRadialDirac (κ m : ℝ) (V : ℝ → ℝ) (E : ℂ) (a R : ℝ) (P Q : ℝ → ℂ) : Prop where
  contP : ContinuousOn P (Icc a R)
  contQ : ContinuousOn Q (Icc a R)
  diffP : ∀ r ∈ Ioo a R, DifferentiableAt ℝ P r
  diffQ : ∀ r ∈ Ioo a R, DifferentiableAt ℝ Q r
  eqP : ∀ r ∈ Ioo a R, (r : ℂ) * deriv P r = -(κ : ℂ) * P r + r * (E - V r + m) * Q r
  eqQ : ∀ r ∈ Ioo a R, (r : ℂ) * deriv Q r = (κ : ℂ) * Q r - r * (E - V r - m) * P r
```

The structure `IsRadialDirac κ m V E a R P Q` says that $(P,Q)$ is a solution. The fields `contP` and `contQ` demand continuity on the closed interval `Icc a R`; `diffP` and `diffQ` demand differentiability at every point of the open interval `Ioo a R`, so that `deriv` there is the true derivative. The fields `eqP` and `eqQ` are the two equations multiplied by $r$, which removes the division. They are imposed only on the open interval, where $r > 0$ once $a \ge 0$, so the singular point $r = 0$ may be the left endpoint and $a = 0$ is admitted along with $a > 0$.

Several features of the model are fixed here. The number $\kappa$ is any real, although physical channels have non-zero integer $\kappa$; the opening example, with $\kappa = 0$, is a model case. The potential is a real function with no explicit regularity assumption; all regularity is placed on $P$ and $Q$. This still restricts $V$: at a jump of $V$ inside the interval, as in a square well, $P'$ or $Q'$ jumps too unless $P$ and $Q$ both vanish there, and `diffP` or `diffQ` fails. For such a potential the identity is applied on each side of the jump and the results are added, since $W$ is continuous across it. That a solution exists for a given $V$ and $E$ is a hypothesis. For $a = 0$ continuity at the origin excludes solutions that diverge there. Complex potentials and the coupling of different $\kappa$ by non-spherical or magnetic terms are not covered.

```lean
/-- The Dirac Wronskian `P₁ Q₂ - Q₁ P₂` of two radial spinors. -/
def wronskian (P₁ Q₁ P₂ Q₂ : ℝ → ℂ) (r : ℝ) : ℂ := P₁ r * Q₂ r - Q₁ r * P₂ r

/-- The bilinear overlap density `P₁ P₂ + Q₁ Q₂` of two radial spinors. -/
def overlap (P₁ Q₁ P₂ Q₂ : ℝ → ℂ) (r : ℝ) : ℂ := P₁ r * P₂ r + Q₁ r * Q₂ r

/-- The quantity `Im (P Q*)` at radius `r` for a radial spinor `(P, Q)`. -/
def current (P Q : ℝ → ℂ) (r : ℝ) : ℝ := (P r * star (Q r)).im
```

These are $W$, the overlap density and $j$, with `star` as complex conjugation. The name `current` refers to the outward probability flux through the sphere of radius $r$, which in this sign convention is $-2j(r)$; below, "current" means $j$ itself. The density `overlap` is bilinear, with no conjugate on either factor. It agrees with the density of the Hilbert-space inner product when the functions are real, and differs from it in general. No normalisation is imposed on the solutions.

## The identity

```lean
variable {κ m a R : ℝ} {V : ℝ → ℝ} {E E₁ E₂ : ℂ} {P Q P₁ Q₁ P₂ Q₂ : ℝ → ℂ}

/-- Inside the interval the Wronskian of solutions at energies `E₁`, `E₂` has derivative
`(E₁ - E₂) (P₁ P₂ + Q₁ Q₂)`. -/
theorem hasDerivAt_wronskian (ha : 0 ≤ a) (h₁ : IsRadialDirac κ m V E₁ a R P₁ Q₁)
    (h₂ : IsRadialDirac κ m V E₂ a R P₂ Q₂) {r : ℝ} (hr : r ∈ Ioo a R) :
    HasDerivAt (wronskian P₁ Q₁ P₂ Q₂) ((E₁ - E₂) * overlap P₁ Q₁ P₂ Q₂ r) r := by
  have hr0 : (r : ℂ) ≠ 0 := Complex.ofReal_ne_zero.mpr (lt_of_le_of_lt ha hr.1).ne'
  have h := ((h₁.diffP r hr).hasDerivAt.fun_mul (h₂.diffQ r hr).hasDerivAt).fun_sub
    ((h₁.diffQ r hr).hasDerivAt.fun_mul (h₂.diffP r hr).hasDerivAt)
  show HasDerivAt (fun x => P₁ x * Q₂ x - Q₁ x * P₂ x) _ r
  refine h.congr_deriv ?_
  -- multiply by r, insert the four equations: the κ, V and m terms cancel
  apply mul_left_cancel₀ hr0
  unfold overlap
  linear_combination Q₂ r * h₁.eqP r hr + P₁ r * h₂.eqQ r hr
    - P₂ r * h₁.eqQ r hr - Q₁ r * h₂.eqP r hr
```

The statement is the pointwise formula for $W'$ at an interior radius `r`. The hypothesis `ha : 0 ≤ a` gives $r > 0$, recorded as `hr0`. The term `h` is the product rule, with the four derivatives left as `deriv`. After `mul_left_cancel₀ hr0` both sides carry a factor $r$, and `linear_combination` adds the four equations with weights $Q_2$, $P_1$, $-P_2$, $-Q_1$, which are the four terms of the display above in the same order.

```lean
/-- Between `a` and `R` the Wronskian of solutions at energies `E₁`, `E₂` changes by
`(E₁ - E₂)` times the integral of `P₁ P₂ + Q₁ Q₂`. -/
theorem wronskian_identity (ha : 0 ≤ a) (haR : a ≤ R)
    (h₁ : IsRadialDirac κ m V E₁ a R P₁ Q₁) (h₂ : IsRadialDirac κ m V E₂ a R P₂ Q₂) :
    wronskian P₁ Q₁ P₂ Q₂ R - wronskian P₁ Q₁ P₂ Q₂ a
      = (E₁ - E₂) * ∫ r in a..R, overlap P₁ Q₁ P₂ Q₂ r := by
  have hW : ContinuousOn (wronskian P₁ Q₁ P₂ Q₂) (Icc a R) :=
    (h₁.contP.mul h₂.contQ).sub (h₁.contQ.mul h₂.contP)
  have hO : ContinuousOn (overlap P₁ Q₁ P₂ Q₂) (Icc a R) :=
    (h₁.contP.mul h₂.contP).add (h₁.contQ.mul h₂.contQ)
  have hI : ContinuousOn (fun r => (E₁ - E₂) * overlap P₁ Q₁ P₂ Q₂ r) (Icc a R) :=
    continuousOn_const.mul hO
  -- fundamental theorem of calculus
  rw [← intervalIntegral.integral_const_mul]
  exact (intervalIntegral.integral_eq_sub_of_hasDerivAt_of_le haR hW
    (fun r hr => hasDerivAt_wronskian ha h₁ h₂ hr) (hI.intervalIntegrable_of_Icc haR)).symm
```

This is the main claim, for `a ≤ R`; at $a = R$ both sides are zero. The facts `hW`, `hO` and `hI` give continuity of $W$, of the overlap density and of the integrand on $[a,R]$. Since $V$ has cancelled from the integrand, integrability follows from the continuity of $P_i$ and $Q_i$ alone. The version of the fundamental theorem of calculus used, `intervalIntegral.integral_eq_sub_of_hasDerivAt_of_le`, needs derivatives only in the open interval.

```lean
/-- For two solutions at the same energy the Wronskian has the same value at both ends. -/
theorem wronskian_eq_of_same_energy (ha : 0 ≤ a) (haR : a ≤ R)
    (h₁ : IsRadialDirac κ m V E a R P₁ Q₁) (h₂ : IsRadialDirac κ m V E a R P₂ Q₂) :
    wronskian P₁ Q₁ P₂ Q₂ R = wronskian P₁ Q₁ P₂ Q₂ a := by
  have h := wronskian_identity ha haR h₁ h₂
  rw [sub_self, zero_mul] at h
  exact sub_eq_zero.mp h
```

With $E_1 = E_2 = E$ the prefactor is zero. The theorem compares the values at the two ends $a$ and $R$.

## Boundary conditions

```lean
/-- Two spinors obeying the same condition `α P + β Q = 0` at a radius, with `α`, `β` not both
zero, have vanishing Wronskian there. -/
theorem wronskian_eq_zero_of_boundary {α β : ℂ} {r : ℝ} (hαβ : α ≠ 0 ∨ β ≠ 0)
    (b₁ : α * P₁ r + β * Q₁ r = 0) (b₂ : α * P₂ r + β * Q₂ r = 0) :
    wronskian P₁ Q₁ P₂ Q₂ r = 0 := by
  unfold wronskian
  rcases hαβ with h | h
  · apply mul_left_cancel₀ h
    linear_combination Q₂ r * b₁ - Q₁ r * b₂
  · apply mul_left_cancel₀ h
    linear_combination P₁ r * b₂ - P₂ r * b₁
```

No differential equation enters this lemma. The two cases $\alpha \ne 0$ and $\beta \ne 0$ are closed by the two combinations written out above for $\alpha W$ and $\beta W$.

```lean
/-- Solutions at different energies that share a linear boundary condition at each end have
vanishing overlap integral. -/
theorem overlap_integral_eq_zero {α β γ δ : ℂ} (ha : 0 ≤ a) (haR : a ≤ R)
    (h₁ : IsRadialDirac κ m V E₁ a R P₁ Q₁) (h₂ : IsRadialDirac κ m V E₂ a R P₂ Q₂)
    (hE : E₁ ≠ E₂) (hαβ : α ≠ 0 ∨ β ≠ 0) (hγδ : γ ≠ 0 ∨ δ ≠ 0)
    (a₁ : α * P₁ a + β * Q₁ a = 0) (a₂ : α * P₂ a + β * Q₂ a = 0)
    (b₁ : γ * P₁ R + δ * Q₁ R = 0) (b₂ : γ * P₂ R + δ * Q₂ R = 0) :
    ∫ r in a..R, overlap P₁ Q₁ P₂ Q₂ r = 0 := by
  have h := wronskian_identity ha haR h₁ h₂
  rw [wronskian_eq_zero_of_boundary hαβ a₁ a₂, wronskian_eq_zero_of_boundary hγδ b₁ b₂,
    sub_self] at h
  exact (mul_eq_zero.mp h.symm).resolve_left (sub_ne_zero.mpr hE)
```

The coefficients at $a$ are $\alpha, \beta$ and those at $R$ are $\gamma, \delta$, and each pair is shared by both solutions. The proof rewrites both boundary values of $W$ to zero, which leaves a vanishing product, and `hE` excludes the factor $E_1 - E_2$. The conclusion is orthogonality in the bilinear sense, which is the usual orthogonality of eigenfunctions when $P_i$, $Q_i$ are real.

## Conjugation and the current

```lean
/-- The complex conjugate of a solution at energy `E` is a solution at the conjugate energy. -/
theorem conj_solution (h : IsRadialDirac κ m V E a R P Q) :
    IsRadialDirac κ m V (star E) a R (fun r => star (P r)) (fun r => star (Q r)) := by
  refine ⟨h.contP.star, h.contQ.star,
    fun r hr => (h.diffP r hr).hasDerivAt.star.differentiableAt,
    fun r hr => (h.diffQ r hr).hasDerivAt.star.differentiableAt, fun r hr => ?_, fun r hr => ?_⟩
  · rw [(h.diffP r hr).hasDerivAt.star.deriv]
    have e := congrArg (starRingEnd ℂ) (h.eqP r hr)
    simp only [Complex.star_def, map_mul, map_add, map_sub, map_neg, Complex.conj_ofReal] at e ⊢
    linear_combination e
  · rw [(h.diffQ r hr).hasDerivAt.star.deriv]
    have e := congrArg (starRingEnd ℂ) (h.eqQ r hr)
    simp only [Complex.star_def, map_mul, map_sub, Complex.conj_ofReal] at e ⊢
    linear_combination e
```

Continuity and differentiability pass to the conjugate functions, and the derivative of the conjugate is the conjugate of the derivative. Each equation is then conjugated as a whole, giving `e`, and `Complex.conj_ofReal` leaves $r$, $\kappa$, $m$ and $V(r)$ unchanged while $E$ becomes `star E`.

```lean
/-- Between `a` and `R` the quantity `Im (P Q*)` of a solution changes by `Im E` times the integral
of `|P|² + |Q|²`. -/
theorem current_balance (ha : 0 ≤ a) (haR : a ≤ R) (hs : IsRadialDirac κ m V E a R P Q) :
    current P Q R - current P Q a = E.im * ∫ r in a..R, (‖P r‖ ^ 2 + ‖Q r‖ ^ 2) := by
  -- pair the solution with its complex conjugate
  have h := wronskian_identity ha haR hs (conj_solution hs)
  have e : ∀ r, overlap P Q (fun r => star (P r)) (fun r => star (Q r)) r
      = ((‖P r‖ ^ 2 + ‖Q r‖ ^ 2 : ℝ) : ℂ) := by
    intro r
    simp only [overlap, Complex.star_def, Complex.mul_conj, Complex.normSq_eq_norm_sq,
      Complex.ofReal_add]
  simp only [e] at h
  rw [intervalIntegral.integral_ofReal] at h
  have h2 := congrArg Complex.im h
  simp only [current, wronskian, Complex.star_def, Complex.sub_im, Complex.mul_im,
    Complex.sub_re, Complex.conj_re, Complex.conj_im, Complex.ofReal_re,
    Complex.ofReal_im] at h2 ⊢
  linear_combination h2 / 2
```

The identity is applied to the solution and its conjugate. The fact `e` turns the overlap density into the real number $|P|^2 + |Q|^2$, and `intervalIntegral.integral_ofReal` makes the integral a real one. Taking imaginary parts gives `h2`, which is twice the current balance, so the last line divides by 2.

```lean
/-- For a solution that is non-zero somewhere in `[a, R]`, the energy is real exactly when the
radial current is the same at both ends. -/
theorem energy_real_iff (ha : 0 ≤ a) (haR : a < R) (hs : IsRadialDirac κ m V E a R P Q)
    (hne : ∃ c ∈ Icc a R, P c ≠ 0 ∨ Q c ≠ 0) :
    E.im = 0 ↔ current P Q R = current P Q a := by
  obtain ⟨c, hc, hPQ⟩ := hne
  have hcpos : (0 : ℝ) < ‖P c‖ ^ 2 + ‖Q c‖ ^ 2 := by
    rcases hPQ with h | h
    · have := norm_pos_iff.mpr h
      positivity
    · have := norm_pos_iff.mpr h
      positivity
  -- the norm integral is strictly positive
  have hpos := intervalIntegral.integral_lt_integral_of_continuousOn_of_le_of_exists_lt
    (f := fun _ => (0 : ℝ)) (g := fun r => ‖P r‖ ^ 2 + ‖Q r‖ ^ 2) haR continuousOn_const
    ((hs.contP.norm.pow 2).add (hs.contQ.norm.pow 2)) (fun r _ => by positivity) ⟨c, hc, hcpos⟩
  rw [intervalIntegral.integral_zero] at hpos
  rw [← sub_eq_zero (a := current P Q R), current_balance ha haR.le hs, mul_eq_zero]
  exact ⟨Or.inl, fun h => h.resolve_right hpos.ne'⟩
```

Here the interval must have positive length, `a < R`, and `hne` supplies a point $c \in [a,R]$ where $P$ or $Q$ is non-zero. The density is continuous, non-negative and positive at $c$, so comparison with the zero function makes its integral positive (`hpos`). By the balance, $j(R) - j(a) = 0$ is a vanishing product whose second factor is non-zero. The theorem concerns one given solution and says nothing about which energies admit solutions; it is not a statement of self-adjointness of the Dirac operator.

## Explicit solutions

```lean
/-- For `κ = 1` and `V = 0`, the spinor `(2 m r² / 3, r)` is a solution at `E = m` and the
spinor `(0, r)` is a solution at `E = -m`. -/
theorem threshold_witness (m a R : ℝ) :
    IsRadialDirac 1 m (fun _ => 0) m a R (fun r => (2 * m / 3 : ℂ) * (r : ℂ) ^ 2)
      (fun r => (r : ℂ)) ∧
    IsRadialDirac 1 m (fun _ => 0) (-m) a R (fun _ => 0) (fun r => (r : ℂ)) := by
  have hP : ∀ r : ℝ, HasDerivAt (fun r : ℝ => (2 * m / 3 : ℂ) * (r : ℂ) ^ 2)
      ((2 * m / 3 : ℂ) * (2 * r)) r := by
    intro r
    have h := ((hasDerivAt_pow 2 (r : ℂ)).const_mul (2 * m / 3 : ℂ)).comp_ofReal
    exact h.congr_deriv (by ring)
  have hQ : ∀ r : ℝ, HasDerivAt (fun r : ℝ => (r : ℂ)) 1 r := by
    intro r
    have h := (hasDerivAt_id' (r : ℂ)).comp_ofReal
    exact h
  refine ⟨⟨fun r _ => (hP r).continuousAt.continuousWithinAt,
    fun r _ => (hQ r).continuousAt.continuousWithinAt, fun r _ => (hP r).differentiableAt,
    fun r _ => (hQ r).differentiableAt, fun r _ => ?_, fun r _ => ?_⟩,
    ⟨continuousOn_const, fun r _ => (hQ r).continuousAt.continuousWithinAt,
    fun r _ => differentiableAt_const _, fun r _ => (hQ r).differentiableAt,
    fun r _ => ?_, fun r _ => ?_⟩⟩
  · rw [(hP r).deriv]; push_cast; ring
  · rw [(hQ r).deriv]; push_cast; ring
  · rw [deriv_const]; push_cast; ring
  · rw [(hQ r).deriv]; push_cast; ring
```

For $\kappa = 1$ and $V = 0$ there are polynomial solutions at the two thresholds, for every $m$, $a$, $R$: $(2mr^2/3,\ r)$ at $E_1 = m$ and $(0,\ r)$ at $E_2 = -m$. The proof computes the derivatives `hP` and `hQ` and checks the four equations by `ring`. For this pair $W = 2mr^3/3$ and the overlap density is $r^2$, so both sides of the identity equal $2m(R^3 - a^3)/3$.

```lean
/-- For `κ = m = V = 0` and each integer `n`, the spinor `(sin n r, cos n r)` is a solution at
energy `n` on `[0, π]` whose first component vanishes at both ends. -/
theorem boundary_witness (n : ℤ) :
    IsRadialDirac 0 0 (fun _ => 0) n 0 π (fun r => Complex.sin (n * r))
      (fun r => Complex.cos (n * r)) ∧
    Complex.sin (n * (0 : ℝ)) = 0 ∧ Complex.sin (n * π) = 0 := by
  have hP : ∀ r : ℝ, HasDerivAt (fun r : ℝ => Complex.sin (n * r))
      (Complex.cos (n * r) * (n * 1)) r := by
    intro r
    have h := ((hasDerivAt_id' (r : ℂ)).const_mul (n : ℂ)).csin.comp_ofReal
    exact h
  have hQ : ∀ r : ℝ, HasDerivAt (fun r : ℝ => Complex.cos (n * r))
      (-Complex.sin (n * r) * (n * 1)) r := by
    intro r
    have h := ((hasDerivAt_id' (r : ℂ)).const_mul (n : ℂ)).ccos.comp_ofReal
    exact h
  refine ⟨⟨fun r _ => (hP r).continuousAt.continuousWithinAt,
    fun r _ => (hQ r).continuousAt.continuousWithinAt, fun r _ => (hP r).differentiableAt,
    fun r _ => (hQ r).differentiableAt, fun r _ => ?_, fun r _ => ?_⟩, by simp,
    Complex.sin_int_mul_pi n⟩
  · rw [(hP r).deriv]; push_cast; ring
  · rw [(hQ r).deriv]; push_cast; ring

end

end RadialDiracWronskian
```

This is the opening example, on $[0,\pi]$ with $\kappa = m = V = 0$, for every integer $n$ including $n = 0$, where the pair is $(0,1)$. The first component vanishes at both ends, which is the boundary condition with $\alpha = \gamma = 1$ and $\beta = \delta = 0$. The two theorems state only that these functions are solutions, with the boundary values in the second; the closed forms of $W$, the overlaps and the normalisation integral $\pi$ were evaluated in the prose alone.

```lean
#print axioms RadialDiracWronskian.wronskian_identity
#print axioms RadialDiracWronskian.wronskian_eq_of_same_energy
#print axioms RadialDiracWronskian.overlap_integral_eq_zero
#print axioms RadialDiracWronskian.energy_real_iff
```

```
'RadialDiracWronskian.wronskian_identity' depends on axioms: [propext, Classical.choice, Quot.sound]
'RadialDiracWronskian.wronskian_eq_of_same_energy' depends on axioms: [propext, Classical.choice, Quot.sound]
'RadialDiracWronskian.overlap_integral_eq_zero' depends on axioms: [propext, Classical.choice, Quot.sound]
'RadialDiracWronskian.energy_real_iff' depends on axioms: [propext, Classical.choice, Quot.sound]
```
